# Convergence from above of the lowest Ritz value of a bounded operator as nested trial spaces become dense

When a variational calculation enlarges its basis step by step, its lowest energy estimate can never rise, and the theorem here says that it converges to the infimum over the whole space if the nested trial spaces have a dense union. The energy of a nonzero vector `x` is the real part of `⟪x, T x⟫_ℂ` divided by `‖x‖ ^ 2`, so vectors need not be normalised, and the Ritz value of a trial space is the infimum of this quotient over its nonzero vectors. The operator `T` is bounded and acts on a complex inner product space; it need not be self-adjoint, and the trial spaces must be nonzero but may have any dimension. For convergence, the proof takes any `b` above the full-space infimum, picks a vector whose quotient is below `b`, and uses continuity and density to find another such vector in one of the trial spaces, which then bounds the Ritz values from that space onwards.

This version doesn't compile in Lean 4 with Mathlib:

```lean
import Mathlib

open Filter Topology
open scoped InnerProductSpace

namespace RitzBasisEnlargement

noncomputable section

variable {E : Type*} [NormedAddCommGroup E] [InnerProductSpace ℂ E]

/-- The Rayleigh quotient: the real part of `⟨x, T x⟩` divided by `‖x‖²`. -/
def rayleigh (T : E →L[ℂ] E) (x : E) : ℝ := (⟪x, T x⟫_ℂ).re / ‖x‖ ^ 2

/-- The Ritz value of a trial space `U`: the infimum of the Rayleigh quotient over the
nonzero vectors of `U`. -/
def ritzValue (T : E →L[ℂ] E) (U : Submodule ℂ E) : ℝ :=
  sInf (rayleigh T '' {x | x ∈ U ∧ x ≠ 0})

/-- The real part of `⟨x, T x⟩` is at most `‖T‖ ‖x‖²` in absolute value. -/
theorem abs_re_inner_le (T : E →L[ℂ] E) (x : E) :
    |(⟪x, T x⟫_ℂ).re| ≤ ‖T‖ * ‖x‖ ^ 2 := by
  calc |(⟪x, T x⟫_ℂ).re| ≤ ‖⟪x, T x⟫_ℂ‖ := Complex.abs_re_le_norm _
    _ ≤ ‖x‖ * ‖T x‖ := norm_inner_le_norm _ _
    _ ≤ ‖x‖ * (‖T‖ * ‖x‖) := mul_le_mul_of_nonneg_left (T.le_opNorm x) (norm_nonneg x)
    _ = ‖T‖ * ‖x‖ ^ 2 := by ring

/-- Every nonzero trial vector gives an upper bound on the Ritz value of its trial space. -/
theorem ritzValue_le (T : E →L[ℂ] E) {U : Submodule ℂ E} {x : E} (hx : x ∈ U) (h0 : x ≠ 0) :
    ritzValue T U ≤ rayleigh T x := by
  -- the quotients are bounded below by `-‖T‖`, so the infimum is a genuine one
  refine csInf_le ⟨-‖T‖, ?_⟩ ⟨x, ⟨hx, h0⟩, rfl⟩
  rintro _ ⟨y, ⟨_, hy⟩, rfl⟩
  have hp : 0 < ‖y‖ ^ 2 := pow_pos (norm_pos_iff.mpr hy) 2
  unfold rayleigh
  rw [le_div_iff₀ hp]
  have := (abs_le.mp (abs_re_inner_le T y)).1
  linarith

/-- Enlarging a nonzero trial space cannot raise the Ritz value. -/
theorem ritzValue_anti (T : E →L[ℂ] E) {U V : Submodule ℂ E} (hUV : U ≤ V) (hU : U ≠ ⊥) :
    ritzValue T V ≤ ritzValue T U := by
  obtain ⟨x, hx, h0⟩ := Submodule.exists_mem_ne_zero_of_ne_bot hU
  refine le_csInf ⟨_, x, ⟨hx, h0⟩, rfl⟩ ?_
  rintro _ ⟨y, ⟨hy, hy0⟩, rfl⟩
  exact ritzValue_le T (hUV hy) hy0

/-- The Rayleigh quotient is continuous at every nonzero vector. -/
theorem rayleigh_continuousAt (T : E →L[ℂ] E) {x : E} (hx : x ≠ 0) :
    ContinuousAt (rayleigh T) x := by
  have h1 : Continuous fun y : E => (⟪y, T y⟫_ℂ).re :=
    Complex.continuous_re.comp (continuous_inner.comp (continuous_id.prodMk T.continuous))
  have h2 : Continuous fun y : E => ‖y‖ ^ 2 := continuous_norm.pow 2
  exact h1.continuousAt.div h2.continuousAt (pow_ne_zero 2 (norm_ne_zero_iff.mpr hx))

/-- For an increasing sequence of nonzero trial spaces with dense union, the Ritz values
decrease and converge to the infimum of the Rayleigh quotient over all nonzero vectors. -/
theorem ritzValue_antitone_tendsto (T : E →L[ℂ] E) (U : ℕ → Submodule ℂ E)
    (hmono : Monotone U) (hne : ∀ n, U n ≠ ⊥) (hd : Dense (⋃ n, (U n : Set E))) :
    Antitone (fun n => ritzValue T (U n)) ∧
      Tendsto (fun n => ritzValue T (U n)) atTop (𝓝 (ritzValue T ⊤)) := by
  refine ⟨fun m n hmn => ritzValue_anti T (hmono hmn) (hne m), tendsto_order.2
    ⟨fun a ha => Eventually.of_forall fun n =>
      ha.trans_le (ritzValue_anti T le_top (hne n)), fun b hb => ?_⟩⟩
  -- a vector of the full space whose quotient lies below `b`
  obtain ⟨z, _, hz0⟩ := Submodule.exists_mem_ne_zero_of_ne_bot (hne 0)
  obtain ⟨_, ⟨x, ⟨_, hx0⟩, rfl⟩, hxb⟩ :=
    exists_lt_of_csInf_lt ⟨_, z, ⟨Submodule.mem_top, hz0⟩, rfl⟩ hb
  -- by continuity and density, a vector of some trial space does as well
  have hev : ∀ᶠ y in 𝓝 x, rayleigh T y < b ∧ y ≠ 0 :=
    (Filter.Tendsto.eventually (rayleigh_continuousAt T hx0) (eventually_lt_nhds hxb)).and
      (eventually_ne_nhds hx0)
  obtain ⟨y, ⟨hyb, hy0⟩, hyU⟩ := mem_closure_iff_nhds.1 (hd x) _ hev
  obtain ⟨n, hn⟩ := Set.mem_iUnion.1 hyU
  filter_upwards [eventually_ge_atTop n] with m hm
  exact (ritzValue_le T (hmono hm hn) hy0).trans_lt hyb

end

end RitzBasisEnlargement
```

The error:

```
Main.lean:68:26: error: Invalid `⟨...⟩` notation: The expected type of this term could not be determined
```

After these edits no error is left:

```diff
@@ -65,6 +65,7 @@
   -- a vector of the full space whose quotient lies below `b`
   obtain ⟨z, _, hz0⟩ := Submodule.exists_mem_ne_zero_of_ne_bot (hne 0)
-  obtain ⟨_, ⟨x, ⟨_, hx0⟩, rfl⟩, hxb⟩ :=
-    exists_lt_of_csInf_lt ⟨_, z, ⟨Submodule.mem_top, hz0⟩, rfl⟩ hb
+  have hS : (rayleigh T '' {x | x ∈ (⊤ : Submodule ℂ E) ∧ x ≠ 0}).Nonempty :=
+    ⟨_, z, ⟨Submodule.mem_top, hz0⟩, rfl⟩
+  obtain ⟨_, ⟨x, ⟨_, hx0⟩, rfl⟩, hxb⟩ := exists_lt_of_csInf_lt hS hb
   -- by continuity and density, a vector of some trial space does as well
   have hev : ∀ᶠ y in 𝓝 x, rayleigh T y < b ∧ y ≠ 0 :=
```

The error is at the angle brackets passed to `exists_lt_of_csInf_lt`. That lemma needs a proof that some set is nonempty, and the set is an implicit argument. Here only the next argument, `hb`, could say which set is meant, through the definition of `ritzValue`, and Lean tried to read the brackets before it had used `hb`. Nonemptiness unfolds to the existence of an element, so the first component is no obstacle, but the rest must prove membership in a set still unknown. Lean therefore couldn't tell what those components were meant to build.

The repair proves nonemptiness first, as `hS`, with the set written out as the image under `rayleigh T` of the nonzero vectors of `⊤`. The same bracketed term now has a known type and is accepted. Passing `hS` to the lemma fixes the set before `hb` is checked, and `hb` fits because `ritzValue T ⊤` is by definition the infimum of that set.
